# For a quadratic integrand, the nodal weight $9u^2-15u^4+7u^6$ gives a bias proportional to the cube of the strip width

The neighbourhood of a node of a trial wavefunction is reduced here to one real coordinate $x$, the signed distance to the node, with the sampling density modelled as $x^2$ and the divergent estimator as $1/x^2$. Inside the strip $|x|\le e$ the estimator is multiplied by the weight $f(x/e)$ with $f(u)=9u^2-15u^4+7u^6$, and the second moment that remains is computed for these leading forms. Their product is constant and carries no bias, because $f$ has unit integral on $[0,1]$. The bias is therefore computed for a product of density and estimator that also has a linear and a quadratic term in $x$.

```lean
import Mathlib

open MeasureTheory

namespace NodalRegularization

noncomputable section

/-- The even polynomial `A x² + B x⁴ + C x⁶`, a candidate for the weight that damps an
estimator near a node. -/
def evenSextic (A B C x : ℝ) : ℝ := A * x ^ 2 + B * x ^ 4 + C * x ^ 6

/-- The regularizing weight `9 x² - 15 x⁴ + 7 x⁶`, where `x` is the distance to the node in
units of the strip half-width. -/
def nodeWeight (x : ℝ) : ℝ := evenSextic 9 (-15) 7 x

/-- The integral of a polynomial with powers up to eight and a tenth power, term by term. -/
theorem integral_poly (p0 p1 p2 p3 p4 p5 p6 p7 p8 p10 u v : ℝ) :
    ∫ x in u..v, (p0 + p1 * x + p2 * x ^ 2 + p3 * x ^ 3 + p4 * x ^ 4 + p5 * x ^ 5
      + p6 * x ^ 6 + p7 * x ^ 7 + p8 * x ^ 8 + p10 * x ^ 10) =
    p0 * (v - u) + p1 / 2 * (v ^ 2 - u ^ 2) + p2 / 3 * (v ^ 3 - u ^ 3)
      + p3 / 4 * (v ^ 4 - u ^ 4) + p4 / 5 * (v ^ 5 - u ^ 5) + p5 / 6 * (v ^ 6 - u ^ 6)
      + p6 / 7 * (v ^ 7 - u ^ 7) + p7 / 8 * (v ^ 8 - u ^ 8) + p8 / 9 * (v ^ 9 - u ^ 9)
      + p10 / 11 * (v ^ 11 - u ^ 11) := by
  have hF : ∀ x : ℝ, HasDerivAt (fun y : ℝ => p0 * y ^ 1 + p1 / 2 * y ^ 2 + p2 / 3 * y ^ 3
      + p3 / 4 * y ^ 4 + p4 / 5 * y ^ 5 + p5 / 6 * y ^ 6 + p6 / 7 * y ^ 7 + p7 / 8 * y ^ 8
      + p8 / 9 * y ^ 9 + p10 / 11 * y ^ 11)
      (p0 + p1 * x + p2 * x ^ 2 + p3 * x ^ 3 + p4 * x ^ 4 + p5 * x ^ 5
      + p6 * x ^ 6 + p7 * x ^ 7 + p8 * x ^ 8 + p10 * x ^ 10) x := by
    intro x
    have m : ∀ (n : ℕ) (k : ℝ),
        HasDerivAt (fun y : ℝ => k * y ^ (n + 1)) (k * (((n : ℝ) + 1) * x ^ n)) x :=
      fun n k => by simpa using (hasDerivAt_pow (n + 1) x).const_mul k
    exact ((((((((((m 0 p0).fun_add (m 1 (p1 / 2))).fun_add (m 2 (p2 / 3))).fun_add
      (m 3 (p3 / 4))).fun_add (m 4 (p4 / 5))).fun_add (m 5 (p5 / 6))).fun_add
      (m 6 (p6 / 7))).fun_add (m 7 (p7 / 8))).fun_add (m 8 (p8 / 9))).fun_add
      (m 10 (p10 / 11))).congr_deriv (by push_cast; ring)
  rw [intervalIntegral.integral_eq_sub_of_hasDerivAt (fun x _ => hF x)
    (Continuous.intervalIntegrable (by fun_prop) _ _)]
  ring

/-- The integral of the candidate weight from the node to the edge of the strip. -/
theorem integral_evenSextic (A B C : ℝ) :
    ∫ x in (0 : ℝ)..1, evenSextic A B C x = A / 3 + B / 5 + C / 7 := by
  refine Eq.trans (intervalIntegral.integral_congr fun x _ => ?_)
    ((integral_poly 0 0 A 0 B 0 C 0 0 0 0 1).trans ?_)
  · simp only [evenSextic]
    ring
  · ring

/-- Among the polynomials `A x² + B x⁴ + C x⁶`, exactly `9 x² - 15 x⁴ + 7 x⁶` has value one
and slope zero at `x = 1` and unit integral on `[0, 1]`. -/
theorem weight_unique (A B C : ℝ) :
    (evenSextic A B C 1 = 1 ∧ deriv (evenSextic A B C) 1 = 0 ∧
      ∫ x in (0 : ℝ)..1, evenSextic A B C x = 1) ↔ A = 9 ∧ B = -15 ∧ C = 7 := by
  have hd : HasDerivAt (evenSextic A B C) (2 * A + 4 * B + 6 * C) 1 := by
    have h := (((hasDerivAt_pow 2 (1 : ℝ)).const_mul A).fun_add
      ((hasDerivAt_pow 4 (1 : ℝ)).const_mul B)).fun_add
      ((hasDerivAt_pow 6 (1 : ℝ)).const_mul C)
    exact h.congr_deriv (by push_cast; ring)
  have h1 : evenSextic A B C 1 = A + B + C := by
    unfold evenSextic
    ring
  -- the three conditions form a regular linear system
  rw [hd.deriv, integral_evenSextic, h1]
  constructor
  · rintro ⟨h, h', h''⟩
    refine ⟨?_, ?_, ?_⟩ <;> linarith
  · rintro ⟨rfl, rfl, rfl⟩
    norm_num

/-- For a quadratic integrand and a strip of half-width `e > 0`, the bias of any candidate
weight is a term linear in `e`, proportional to the deviation of its integral from one, plus
a term cubic in `e`. -/
theorem bias_general (A B C a b c : ℝ) {e : ℝ} (he : 0 < e) :
    ∫ x in (-e)..e, (a + b * x + c * x ^ 2) * (evenSextic A B C (x / e) - 1) =
      2 * a * e * ((∫ x in (0 : ℝ)..1, evenSextic A B C x) - 1)
        + 2 * c * e ^ 3 * (A / 5 + B / 7 + C / 9 - 1 / 3) := by
  rw [integral_evenSextic]
  refine Eq.trans (intervalIntegral.integral_congr fun x _ => ?_)
    ((integral_poly (-a) (-b) (a * A / e ^ 2 - c) (b * A / e ^ 2)
      (a * B / e ^ 4 + c * A / e ^ 2) (b * B / e ^ 4) (a * C / e ^ 6 + c * B / e ^ 4)
      (b * C / e ^ 6) (c * C / e ^ 6) 0 (-e) e).trans ?_)
  · simp only [evenSextic]
    ring
  · field_simp
    ring

/-- For a quadratic integrand `a + b x + c x²` and a strip of half-width `e > 0`, the
regularization bias is exactly `64 c e³ / 315`. -/
theorem regularization_bias (a b c : ℝ) {e : ℝ} (he : 0 < e) :
    ∫ x in (-e)..e, (a + b * x + c * x ^ 2) * (nodeWeight (x / e) - 1) =
      64 * c * e ^ 3 / 315 := by
  unfold nodeWeight
  rw [bias_general _ _ _ a b c he, integral_evenSextic]
  ring

/-- Inside the strip the regularizing weight differs from one by at most one. -/
theorem abs_nodeWeight_sub_one_le {u : ℝ} (hu : u ^ 2 ≤ 1) : |nodeWeight u - 1| ≤ 1 := by
  have h0 : 0 ≤ u ^ 2 := sq_nonneg u
  have hw : nodeWeight u = u ^ 2 * (9 - 15 * u ^ 2 + 7 * (u ^ 2) ^ 2) := by
    unfold nodeWeight evenSextic
    ring
  rw [hw]
  generalize u ^ 2 = v at hu h0
  have hq : 0 ≤ 9 - 15 * v + 7 * v ^ 2 := by nlinarith [sq_nonneg (v - 15 / 14)]
  rw [abs_le]
  constructor
  · linarith [mul_nonneg h0 hq]
  · -- the weight has its maximum at v = 3/7
    nlinarith [mul_nonneg (sq_nonneg (v - 3 / 7)) (sub_nonneg.2 hu), sq_nonneg (v - 3 / 7)]

/-- If an integrable `g` differs from `a + b x` by at most `K x²` in the strip of half-width
`e > 0`, its regularization bias is at most `2 K e³ / 3` in absolute value. -/
theorem bias_le_cubic {g : ℝ → ℝ} {a b K e : ℝ} (he : 0 < e)
    (hg : IntervalIntegrable g volume (-e) e)
    (hK : ∀ x ∈ Set.Icc (-e) e, |g x - (a + b * x)| ≤ K * x ^ 2) :
    |∫ x in (-e)..e, g x * (nodeWeight (x / e) - 1)| ≤ 2 * K * e ^ 3 / 3 := by
  have hc : Continuous fun x : ℝ => nodeWeight (x / e) - 1 := by
    unfold nodeWeight evenSextic
    fun_prop
  have hp : Continuous fun x : ℝ => a + b * x + 0 * x ^ 2 := by fun_prop
  have hpc : Continuous fun x : ℝ =>
      (a + b * x + 0 * x ^ 2) * (nodeWeight (x / e) - 1) := hp.mul hc
  -- the affine part of g carries no bias and can be subtracted
  have hs := intervalIntegral.integral_sub (hg.mul_continuousOn hc.continuousOn)
    (hpc.intervalIntegrable (μ := volume) (-e) e)
  have h0 := regularization_bias a b 0 he
  have hz : (64 * 0 * e ^ 3 / 315 : ℝ) = 0 := by ring
  rw [h0, hz, sub_zero] at hs
  rw [← hs, ← Real.norm_eq_abs]
  have hb : ∫ x in (-e)..e, K * x ^ 2 = 2 * K * e ^ 3 / 3 := by
    rw [intervalIntegral.integral_const_mul, integral_pow]
    push_cast
    ring
  rw [← hb]
  refine intervalIntegral.norm_integral_le_of_norm_le (by linarith)
    (Filter.Eventually.of_forall fun x hx => ?_)
    (Continuous.intervalIntegrable (by fun_prop) _ _)
  have hu : (x / e) ^ 2 ≤ 1 := by
    rw [div_pow, div_le_one (by positivity)]
    nlinarith [mul_nonneg (sub_nonneg.2 hx.2) (by linarith [hx.1] : 0 ≤ e + x)]
  have hk := hK x ⟨hx.1.le, hx.2⟩
  calc ‖g x * (nodeWeight (x / e) - 1)
        - (a + b * x + 0 * x ^ 2) * (nodeWeight (x / e) - 1)‖
      = |g x - (a + b * x)| * |nodeWeight (x / e) - 1| := by
        rw [Real.norm_eq_abs, ← abs_mul]
        congr 1
        ring
    _ ≤ |g x - (a + b * x)| * 1 :=
        mul_le_mul_of_nonneg_left (abs_nodeWeight_sub_one_le hu) (abs_nonneg _)
    _ ≤ K * x ^ 2 := by linarith

/-- With density `x²` and estimator `1/x²` near the node, the second moment of the bare
estimator over a strip of half-width `e > 0` does not exist. -/
theorem bare_second_moment_diverges {e : ℝ} (he : 0 < e) :
    ¬ IntervalIntegrable (fun x : ℝ => x ^ 2 * (1 / x ^ 2) ^ 2) volume (-e) e := by
  intro h
  have h1 : IntegrableOn (fun x : ℝ => x ^ 2 * (1 / x ^ 2) ^ 2) (Set.Ioo 0 e) :=
    ((intervalIntegrable_iff_integrableOn_Ioc_of_le (by linarith)).1 h).mono_set
      (fun x hx => ⟨by linarith [hx.1], hx.2.le⟩)
  have h2 : IntegrableOn (fun x : ℝ => x ^ (-2 : ℝ)) (Set.Ioo 0 e) := by
    refine h1.congr_fun (fun x hx => ?_) measurableSet_Ioo
    have hx0 : 0 < x := hx.1
    have hr : x ^ (-2 : ℝ) = (x ^ 2)⁻¹ := by
      rw [Real.rpow_neg hx0.le, Real.rpow_two]
    simp only [hr]
    field_simp
  -- a power is integrable at zero only if its exponent exceeds -1
  have h3 := (intervalIntegral.integrableOn_Ioo_rpow_iff he).1 h2
  norm_num at h3

/-- With density `x²` and estimator `1/x²`, the regularized estimator has second moment
`1970 / (231 e)` over the strip of half-width `e > 0`. -/
theorem regularized_second_moment {e : ℝ} (he : 0 < e) :
    ∫ x in (-e)..e, x ^ 2 * (nodeWeight (x / e) / x ^ 2) ^ 2 = 1970 / (231 * e) := by
  refine Eq.trans (intervalIntegral.integral_congr fun x _ => ?_)
    ((integral_poly 0 0 (81 / e ^ 4) 0 (-270 / e ^ 6) 0 (351 / e ^ 8) 0 (-210 / e ^ 10)
      (49 / e ^ 12) (-e) e).trans ?_)
  · by_cases hx : x = 0
    · simp [hx]
    · simp only [nodeWeight, evenSextic]
      field_simp
      ring
  · field_simp
    ring

end

end NodalRegularization
```

```lean
#print axioms NodalRegularization.bias_general
-- 'NodalRegularization.bias_general' depends on axioms: [propext, Classical.choice, Quot.sound]
#print axioms NodalRegularization.bias_le_cubic
-- 'NodalRegularization.bias_le_cubic' depends on axioms: [propext, Classical.choice, Quot.sound]
#print axioms NodalRegularization.bare_second_moment_diverges
-- 'NodalRegularization.bare_second_moment_diverges' depends on axioms: [propext, Classical.choice, Quot.sound]
#print axioms NodalRegularization.regularized_second_moment
-- 'NodalRegularization.regularized_second_moment' depends on axioms: [propext, Classical.choice, Quot.sound]
```

## The weight and the physics behind its conditions

In variational Monte Carlo, configurations are drawn from $|\psi|^2$, which vanishes as $x^2$ at a simple node. The local energy of an approximate $\psi$ generally diverges there as $1/x$. So does the logarithmic derivative of $\psi$ with respect to a parameter that moves the node. Their product, which enters the energy gradient, behaves as $1/x^2$. Its mean is finite, but its second moment is not, so the sample variance, from which the usual error bar is computed, does not settle to a finite value as the sample grows.

Write $u=x/e$ for the distance in units of the half-width $e>0$. The candidate weights are
$$f(u)=Au^2+Bu^4+Cu^6,$$
which is `evenSextic A B C`. The form is even, so both sides of the node are treated alike, and it starts at $u^2$, which cancels the $1/x^2$ of the estimator. Three conditions are then imposed:

- $f(1)=1$ makes the weight join continuously to the value one that holds outside the strip.
- $f'(1)=0$ makes the slope continuous there as well.
- $\int_0^1 f(u)\,du=1$ preserves the integral of a constant over the strip, so that what is removed close to the node is returned further out.

`weight_unique` says that the three conditions hold if and only if $(A,B,C)=(9,-15,7)$. This weight is called `nodeWeight`.

The bias concerns the mean, so its integrand is the product of density and estimator, in which the powers of $x$ cancel at leading order. Call this product $g(x)$. Replacing $g$ by $g\,f(x/e)$ changes the integral by
$$\int_{-e}^{e} g(x)\,\bigl(f(x/e)-1\bigr)\,dx,$$
and nothing changes outside the strip. For $g=a+bx+cx^2$, `regularization_bias` gives exactly $64ce^3/315$. `bias_general` gives the corresponding formula for arbitrary $A,B,C$. `bias_le_cubic` admits any integrable $g$ with $|g(x)-(a+bx)|\le Kx^2$ in the strip and bounds the absolute bias by $2Ke^3/3$. A twice continuously differentiable $g$ satisfies this condition by Taylor's theorem, with $K$ half the maximum of $|g''|$.

The last two theorems use the leading forms $x^2$ and $1/x^2$ with unit prefactors. The bare second moment over the strip does not exist, which is stated as the failure of `IntervalIntegrable`, and the regularized one equals $1970/(231e)$.

For a quantum Monte Carlo calculation of energy gradients, this one-dimensional model shows the trade-off in choosing $e$: halving the strip divides the cubic bias by eight and doubles the strip's contribution to the second moment. The model leaves out the curvature and crossings of nodal surfaces in many-electron configuration space, the approximation of the distance to the node, and the statistics of a finite sample.

## Three linear equations for three coefficients

The conditions read
$$A+B+C=1,\qquad 2A+4B+6C=0,\qquad \frac A3+\frac B5+\frac C7=1.$$
The first two give $B=-1-2C$ and $A=2+C$. Inserting these into the third and multiplying by 105 yields
$$35(2+C)-21(1+2C)+15C=105,$$
that is, $49+8C=105$. Hence $C=7$, $A=9$ and $B=-15$.

In the file, `hd` supplies the derivative at $1$ and `integral_evenSextic` the integral. After the rewriting only the linear system remains. `linarith` solves it in one direction, and `norm_num` checks the solution in the other.

All the closed-form integrals rest on `integral_poly`, which integrates a polynomial term by term. It exhibits an antiderivative, verifies its derivative and applies the fundamental theorem of calculus. Its list of powers is just long enough for the second moment below.

## Where the linear bias goes

With $x=eu$, the bias for a quadratic integrand becomes
$$e\int_{-1}^{1}(a+beu+ce^2u^2)\,(f(u)-1)\,du.$$
Since $f-1$ is even, the term with $b$ integrates to zero. The other two terms are twice their integrals over $[0,1]$:
$$2ae\left(\int_0^1 f(u)\,du-1\right)+2ce^3\left(\frac A5+\frac B7+\frac C9-\frac13\right).$$
This is `bias_general`. When $a\neq0$, the term linear in $e$ vanishes precisely when $f$ has unit integral, which is the purpose of the third condition. For the selected coefficients the second bracket is
$$\frac95-\frac{15}7+\frac79-\frac13=\frac{567-675+245-105}{315}=\frac{32}{315},$$
and the bias is $64ce^3/315$.

The Lean proof keeps the variable $x$. It expands the integrand in powers of $x$, with coefficients such as $aA/e^2-c$, and passes these to `integral_poly`. The tactics `field_simp` and `ring` then clear the powers of $e$ and compare the two sides. `regularization_bias` inserts the numbers.

## Integrands that are only nearly affine

The general bound needs $|f(u)-1|\le1$ for $|u|\le1$. Put $v=u^2$, so that $0\le v\le1$ and
$$f=v\,(9-15v+7v^2).$$
The quadratic factor has discriminant $225-252=-27$ and is therefore positive. Thus $f\ge0$, which gives $f-1\ge-1$. For the upper side,
$$2-f=\frac{17}{49}+7\left(v-\frac37\right)^2(1-v)+2\left(v-\frac37\right)^2\ge0.$$
The weight does exceed one inside the strip: its maximum is $81/49$, at $v=3/7$. In `abs_nodeWeight_sub_one_le` the same squares are handed to `nlinarith` as hints.

The affine part $a+bx$ has no bias, by the exact formula with $c=0$. Subtracting it gives
$$\int_{-e}^{e}g\,(f-1)\,dx=\int_{-e}^{e}\bigl(g-a-bx\bigr)(f-1)\,dx,$$
where $f$ is evaluated at $x/e$. The absolute value of the right-hand side is at most
$$\int_{-e}^{e}Kx^2\,dx=\frac{2Ke^3}{3}.$$
`bias_le_cubic` follows these lines. `integral_sub` performs the subtraction, for which the integrability of $g$ is needed. The closing `calc` block bounds the integrand pointwise, and `norm_integral_le_of_norm_le` carries that bound over to the integral.

## From a divergent to a finite second moment

Without the weight, the second-moment integrand is $x^2(1/x^2)^2=1/x^2$. For $0<\delta<e$,
$$\int_\delta^e\frac{dx}{x^2}=\frac1\delta-\frac1e,$$
which grows without limit as $\delta\to0$. `bare_second_moment_diverges` assumes integrability over the whole strip, restricts it to $(0,e)$ and rewrites the integrand as the real power $x^{-2}$. Mathlib's criterion says that such a power is integrable there only if its exponent exceeds $-1$, which contradicts the assumption.

With the weight, the same substitution $x=eu$ gives
$$\int_{-e}^{e}\frac{f(x/e)^2}{x^2}\,dx=\frac2e\int_0^1\frac{f(u)^2}{u^2}\,du.$$
The factor $u^2$ in $f$ removes the singularity:
$$\frac{f(u)^2}{u^2}=81u^2-270u^4+351u^6-210u^8+49u^{10}.$$
Integration over $[0,1]$ yields
$$27-54+\frac{351}7-\frac{70}3+\frac{49}{11}=\frac{985}{231},$$
and multiplication by $2/e$ gives $1970/(231e)$.

`regularized_second_moment` uses this polynomial, again written in $x$, and evaluates it with `integral_poly`. The point $x=0$ is treated separately: Lean's division by zero returns zero, which agrees with the polynomial there.
